# For T > 0 > V, radial Hartree–Fock orbitals are at their best uniform scale exactly when V = −2T

A set of radial orbitals can be correctly normalised and still be too compact or too diffuse for its atom. When the total energy is negative, its value alone does not reveal this: it is one number, with nothing to say whether stretching or compressing all orbitals together would lower it. For a non-relativistic atom with a point nucleus, the kinetic energy $T$ and the potential energy $V$, taken separately, do settle the question, provided that the orbitals are differentiable for $r>0$ and all the integrals converge.

## Orbitals, integrals and the energy

```lean
import Mathlib

open MeasureTheory Set

namespace RadialHartreeFockVirial

noncomputable section
```

This loads Mathlib and opens its names for measures and sets.

```lean
/-- The dilated radial orbital `√a P(a r)`. -/
def dilate (a : ℝ) (P : ℝ → ℝ) : ℝ → ℝ := fun r => √a * P (a * r)
```

For a factor $a>0$, the dilated orbital is $P_a(r)=\sqrt a\,P(ar)$. Values $a>1$ compress the orbital. In Lean, `ℝ → ℝ` is the type of real functions of a real variable.

```lean
/-- The radial kinetic energy density, including the centrifugal term. -/
def kineticDensity (l : ℕ) (P : ℝ → ℝ) (r : ℝ) : ℝ :=
  ((deriv P r) ^ 2 + l * (l + 1) * P r ^ 2 / r ^ 2) / 2
```

The kinetic density is $\tfrac12\left[P'(r)^2+l(l+1)P(r)^2/r^2\right]$ in atomic units, with `deriv P r` for $P'(r)$ and a natural number $l$ for the angular momentum.

```lean
/-- The kinetic energy of one radial orbital. -/
def kinetic (l : ℕ) (P : ℝ → ℝ) : ℝ := ∫ r in Ioi (0 : ℝ), kineticDensity l P r
```

Its integral over `Ioi 0`, the open half-line $r>0$, is the kinetic energy of one orbital.

```lean
/-- The integral of `P(r)²/r` over `r > 0` for one radial orbital. -/
def invRadius (P : ℝ → ℝ) : ℝ := ∫ r in Ioi (0 : ℝ), P r ^ 2 / r
```

This is $\int_0^\infty P^2/r\,dr$, which equals $\langle 1/r\rangle$ for a normalised orbital.

```lean
/-- The multipole kernel `r_<^k / r_>^(k+1)` of the electron repulsion. -/
def kernel (k : ℕ) (r s : ℝ) : ℝ := min r s ^ k / max r s ^ (k + 1)
```

The kernel is $r_<^k/r_>^{k+1}$, where $r_<$ and $r_>$ are the smaller and larger of the two radii $r$ and $s$.

```lean
/-- The integrand of the Slater integral `R^k(ab,cd)`. -/
def slaterDensity (k : ℕ) (A B C D : ℝ → ℝ) (x : ℝ × ℝ) : ℝ :=
  kernel k x.1 x.2 * (A x.1 * C x.1) * (B x.2 * D x.2)
```

A point `x` is a pair of radii $(r,s)$. The integrand is the kernel times $A(r)C(r)\,B(s)D(s)$, where the capital letters are orbitals.

```lean
/-- The Slater integral `R^k(ab,cd)`; `F^k` is `R^k(ab,ab)` and `G^k` is `R^k(ab,ba)`. -/
def slater (k : ℕ) (A B C D : ℝ → ℝ) : ℝ :=
  ∫ x in Ioi (0 : ℝ) ×ˢ Ioi (0 : ℝ), slaterDensity k A B C D x
```

Integrating over the quadrant $r,s>0$ gives $R^k(ab,cd)$, which covers the direct integrals $F^k$ and the exchange integrals $G^k$.

```lean
/-- An atomic configuration: nuclear charge, angular momenta and occupations of the shells,
and a list of Slater integrals with their coefficients, orders and orbitals. -/
structure Atom (ι τ : Type*) where
  Z : ℝ
  l : ι → ℕ
  q : ι → ℝ
  coef : τ → ℝ
  k : τ → ℕ
  a : τ → ι
  b : τ → ι
  c : τ → ι
  d : τ → ι
```

In `Convergent` and in the energies below, `A` is an atom; in the statement about a single Slater integral it is again an orbital. The type `ι` labels shells and `τ` labels repulsion terms. Each shell has an angular momentum and an occupation $q_i$; each term has a coefficient $w_t$, an order and four shells, `a` to `d`. As a shell label, here and in $R^k(ab,cd)$, the letter $a$ has nothing to do with the dilation factor. The coefficients are arbitrary real numbers, so the angular algebra that produces them for a given configuration is an input.

```lean
variable {ι τ : Type*}

/-- The orbitals are differentiable for `r > 0`, and all overlap integrals and all integrals in the
energy converge. -/
structure Convergent (A : Atom ι τ) (P : ι → ℝ → ℝ) : Prop where
  diff : ∀ i r, 0 < r → DifferentiableAt ℝ (P i) r
  overlap : ∀ i j, IntegrableOn (fun r => P i r * P j r) (Ioi 0)
  kin : ∀ i, IntegrableOn (kineticDensity (A.l i) (P i)) (Ioi 0)
  nuc : ∀ i, IntegrableOn (fun r => P i r ^ 2 / r) (Ioi 0)
  rep : ∀ t, IntegrableOn (slaterDensity (A.k t) (P (A.a t)) (P (A.b t)) (P (A.c t))
    (P (A.d t))) (Ioi (0 : ℝ) ×ˢ Ioi (0 : ℝ))
```

`Convergent A P` says that every orbital is differentiable for $r>0$ and that every integral in use converges. The condition matters because Lean assigns the value 0 to a divergent integral. The theorems do not require normalisation or orthogonality, but the usual Hartree–Fock energy formula presupposes normalised orbitals that are orthogonal between shells of equal $l$.

```lean
/-- The total kinetic energy of the shells. -/
def kineticEnergy [Fintype ι] (A : Atom ι τ) (P : ι → ℝ → ℝ) : ℝ :=
  ∑ i, A.q i * kinetic (A.l i) (P i)
```

The total kinetic energy is $T=\sum_i q_iT_i$, with $T_i$ the kinetic energy of orbital $i$.

```lean
/-- The nuclear attraction plus the electron repulsion. -/
def potentialEnergy [Fintype ι] [Fintype τ] (A : Atom ι τ) (P : ι → ℝ → ℝ) : ℝ :=
  -A.Z * ∑ i, A.q i * invRadius (P i) +
    ∑ t, A.coef t * slater (A.k t) (P (A.a t)) (P (A.b t)) (P (A.c t)) (P (A.d t))
```

The potential energy is $V=-Z\sum_i q_i\int P_i^2/r\,dr+\sum_t w_tR_t$, where $R_t$ is the Slater integral of term $t$. The nucleus is a fixed point charge $Z$, and the treatment is non-relativistic.

```lean
/-- The Hartree-Fock energy functional of the radial orbitals. -/
def hfEnergy [Fintype ι] [Fintype τ] (A : Atom ι τ) (P : ι → ℝ → ℝ) : ℝ :=
  kineticEnergy A P + potentialEnergy A P
```

The energy is $E=T+V$.

## How each integral scales

```lean
/-- Change of variables on a region invariant under dilation by `a`. -/
theorem integral_cone {E : Type*} [NormedAddCommGroup E] [NormedSpace ℝ E]
    [MeasurableSpace E] [BorelSpace E] [FiniteDimensional ℝ E] (μ : Measure E)
    [μ.IsAddHaarMeasure] {S : Set E} (hS : MeasurableSet S) {a c : ℝ} (ha : 0 < a)
    (hcone : ∀ x, a • x ∈ S ↔ x ∈ S) {f g : E → ℝ}
    (hg : ∀ x ∈ S, g x = c * f (a • x)) (hf : IntegrableOn f S μ) :
    IntegrableOn g S μ ∧
      ∫ x in S, g x ∂μ = c * ((a ^ Module.finrank ℝ E)⁻¹ * ∫ x in S, f x ∂μ) := by
  have key : S.indicator g = fun x => c * S.indicator f (a • x) := by
    funext x
    by_cases hx : x ∈ S
    · rw [indicator_of_mem hx, indicator_of_mem ((hcone x).2 hx), hg x hx]
    · rw [indicator_of_notMem hx, indicator_of_notMem (fun h => hx ((hcone x).1 h)), mul_zero]
  constructor
  · rw [← integrable_indicator_iff hS, key]
    exact ((integrable_comp_smul_iff μ (S.indicator f) ha.ne').2
      ((integrable_indicator_iff hS).2 hf)).const_mul c
  · have h1 := integral_indicator (μ := μ) (f := g) hS
    have h2 := integral_indicator (μ := μ) (f := f) hS
    rw [← h1, ← h2]
    simp only [key, integral_const_mul]
    rw [Measure.integral_comp_smul, abs_of_pos (by positivity), smul_eq_mul]
```

Let $S$ be a region of a $d$-dimensional space that dilation by $a$ maps onto itself. If $f$ is integrable on $S$ and $g(x)=c\,f(ax)$ there, substituting $y=ax$ gives

$$\int_S g\,dx=c\,a^{-d}\int_S f\,dy .$$

The statement has two halves joined by `∧`: $g$ is integrable, and its integral has this value. The proof extends both functions by zero outside $S$ (`indicator`) and applies Mathlib's substitution rule for the whole space.

```lean
/-- Change of variables for radial integrals over `r > 0`. -/
theorem integral_radial {a c : ℝ} (ha : 0 < a) {f g : ℝ → ℝ}
    (hg : ∀ r, 0 < r → g r = c * f (a * r)) (hf : IntegrableOn f (Ioi 0)) :
    IntegrableOn g (Ioi 0) ∧ ∫ r in Ioi (0 : ℝ), g r = c * (a⁻¹ * ∫ r in Ioi (0 : ℝ), f r) := by
  have h := integral_cone volume measurableSet_Ioi ha
    (fun x => by simp only [smul_eq_mul, mem_Ioi]; exact mul_pos_iff_of_pos_left ha)
    (fun x hx => hg x hx) hf
  simpa only [Module.finrank_self, pow_one] using h
```

On the half-line $d=1$, so the factor is $c/a$.

```lean
/-- The slope of a dilated orbital. -/
theorem hasDerivAt_dilate {a r : ℝ} {P : ℝ → ℝ} (hP : DifferentiableAt ℝ P (a * r)) :
    HasDerivAt (dilate a P) (√a * (deriv P (a * r) * a)) r := by
  have h1 : HasDerivAt (fun x : ℝ => a * x) a r := by
    simpa using (hasDerivAt_id r).const_mul a
  exact (hP.hasDerivAt.comp r h1).const_mul (√a)
```

The chain rule gives $P_a'(r)=\sqrt a\,a\,P'(ar)$.

```lean
/-- Dilation preserves overlaps, and in particular norms. -/
theorem overlap_dilate {a : ℝ} (ha : 0 < a) {P Q : ℝ → ℝ}
    (h : IntegrableOn (fun r => P r * Q r) (Ioi 0)) :
    IntegrableOn (fun r => dilate a P r * dilate a Q r) (Ioi 0) ∧
      ∫ r in Ioi (0 : ℝ), dilate a P r * dilate a Q r = ∫ r in Ioi (0 : ℝ), P r * Q r := by
  have k := integral_radial (c := a) (g := fun r => dilate a P r * dilate a Q r) ha
    (fun r _ => by
      simp only [dilate]
      linear_combination (P (a * r) * Q (a * r)) * Real.mul_self_sqrt ha.le) h
  exact ⟨k.1, by rw [k.2, mul_inv_cancel_left₀ ha.ne']⟩
```

Since $P_a(r)Q_a(r)=a\,P(ar)Q(ar)$, we have $c=a$, and the factor is $a/a=1$. Overlaps are unchanged; taking $Q=P$ gives the norm.

```lean
/-- The kinetic energy of an orbital scales as the square of the dilation factor. -/
theorem kinetic_dilate {a : ℝ} (ha : 0 < a) {l : ℕ} {P : ℝ → ℝ}
    (hP : ∀ r, 0 < r → DifferentiableAt ℝ P r) (h : IntegrableOn (kineticDensity l P) (Ioi 0)) :
    IntegrableOn (kineticDensity l (dilate a P)) (Ioi 0) ∧
      kinetic l (dilate a P) = a ^ 2 * kinetic l P := by
  have k := integral_radial (c := a ^ 3) (g := kineticDensity l (dilate a P)) ha
    (fun r hr => by
      simp only [kineticDensity, (hasDerivAt_dilate (hP _ (mul_pos ha hr))).deriv]
      simp only [dilate, mul_pow, Real.sq_sqrt ha.le]
      field_simp) h
  refine ⟨k.1, k.2.trans ?_⟩
  rw [← mul_assoc, show a ^ 3 * a⁻¹ = a ^ 2 by field_simp]
  rfl
```

The squared slope is $a^3P'(ar)^2$. The centrifugal part agrees, because

$$\frac{a\,P(ar)^2}{r^2}=a^3\,\frac{P(ar)^2}{(ar)^2}.$$

Hence $c=a^3$, and the kinetic energy scales by $a^3/a=a^2$. The tactic `field_simp` clears the denominators.

```lean
/-- The integral of `P(r)²/r` over `r > 0` scales linearly with the dilation factor. -/
theorem invRadius_dilate {a : ℝ} (ha : 0 < a) {P : ℝ → ℝ}
    (h : IntegrableOn (fun r => P r ^ 2 / r) (Ioi 0)) :
    IntegrableOn (fun r => dilate a P r ^ 2 / r) (Ioi 0) ∧
      invRadius (dilate a P) = a * invRadius P := by
  have k := integral_radial (c := a ^ 2) (g := fun r => dilate a P r ^ 2 / r) ha
    (fun r hr => by
      simp only [dilate, mul_pow, Real.sq_sqrt ha.le]
      field_simp) h
  refine ⟨k.1, k.2.trans ?_⟩
  rw [← mul_assoc, show a ^ 2 * a⁻¹ = a by field_simp]
  rfl
```

Here $a\,P(ar)^2/r=a^2P(ar)^2/(ar)$, so the integral scales by $a^2/a=a$.

```lean
/-- Every Slater integral, direct or exchange, scales linearly. -/
theorem slater_dilate {a : ℝ} (ha : 0 < a) {k : ℕ} {A B C D : ℝ → ℝ}
    (h : IntegrableOn (slaterDensity k A B C D) (Ioi (0 : ℝ) ×ˢ Ioi (0 : ℝ))) :
    IntegrableOn (slaterDensity k (dilate a A) (dilate a B) (dilate a C) (dilate a D))
        (Ioi (0 : ℝ) ×ˢ Ioi (0 : ℝ)) ∧
      slater k (dilate a A) (dilate a B) (dilate a C) (dilate a D) = a * slater k A B C D := by
  have : (volume : Measure (ℝ × ℝ)).IsAddHaarMeasure := by
    rw [Measure.volume_eq_prod]; infer_instance
  -- the repulsion kernel is homogeneous of degree -1
  have hk : ∀ r s : ℝ, 0 < r → a * kernel k (a * r) (a * s) = kernel k r s := by
    intro r s hr
    have hM : 0 < max r s := lt_max_of_lt_left hr
    simp only [kernel]
    rw [← mul_min_of_nonneg _ _ ha.le, ← mul_max_of_nonneg _ _ ha.le, mul_pow, mul_pow,
      pow_succ a]
    field_simp
  have key := integral_cone volume (measurableSet_Ioi.prod measurableSet_Ioi) (c := a ^ 3)
    (g := slaterDensity k (dilate a A) (dilate a B) (dilate a C) (dilate a D)) ha
    (fun x => by
      simp only [mem_prod, mem_Ioi, Prod.smul_fst, Prod.smul_snd, smul_eq_mul,
        mul_pos_iff_of_pos_left ha])
    (fun x hx => by
      simp only [slaterDensity, dilate, Prod.smul_fst, Prod.smul_snd, smul_eq_mul]
      rw [← hk x.1 x.2 hx.1]
      linear_combination (√a * √a + a) * (a * kernel k (a * x.1) (a * x.2)) *
        (A (a * x.1) * C (a * x.1) * (B (a * x.2) * D (a * x.2))) * Real.mul_self_sqrt ha.le) h
  refine ⟨key.1, key.2.trans ?_⟩
  have hd : Module.finrank ℝ (ℝ × ℝ) = 2 := by simp
  rw [hd, ← mul_assoc, show a ^ 3 * (a ^ 2)⁻¹ = a by field_simp]
  rfl
```

Four orbitals contribute $(\sqrt a)^4=a^2$. The step `hk` shows that the kernel at $(r,s)$ is $a$ times the kernel at $(ar,as)$. Together $c=a^3$, while the quadrant has $d=2$, so every Slater integral scales by $a^3/a^2=a$.

## The energy and its best scale

```lean
variable [Fintype ι] [Fintype τ]

/-- Dilating all orbitals keeps the integrals convergent and turns the Hartree-Fock energy
into `a² T + a V`. -/
theorem hfEnergy_dilate {A : Atom ι τ} {P : ι → ℝ → ℝ} (h : Convergent A P) {a : ℝ}
    (ha : 0 < a) : Convergent A (fun i => dilate a (P i)) ∧
      hfEnergy A (fun i => dilate a (P i)) =
        a ^ 2 * kineticEnergy A P + a * potentialEnergy A P := by
  refine ⟨⟨fun i r hr => (hasDerivAt_dilate (h.diff i _ (mul_pos ha hr))).differentiableAt,
    fun i j => (overlap_dilate ha (h.overlap i j)).1,
    fun i => (kinetic_dilate ha (h.diff i) (h.kin i)).1,
    fun i => (invRadius_dilate ha (h.nuc i)).1, fun t => (slater_dilate ha (h.rep t)).1⟩, ?_⟩
  have e1 : ∑ i, A.q i * kinetic (A.l i) (dilate a (P i)) =
      a ^ 2 * ∑ i, A.q i * kinetic (A.l i) (P i) := by
    rw [Finset.mul_sum]
    refine Finset.sum_congr rfl fun i _ => ?_
    rw [(kinetic_dilate ha (h.diff i) (h.kin i)).2]; ring
  have e2 : ∑ i, A.q i * invRadius (dilate a (P i)) = a * ∑ i, A.q i * invRadius (P i) := by
    rw [Finset.mul_sum]
    refine Finset.sum_congr rfl fun i _ => ?_
    rw [(invRadius_dilate ha (h.nuc i)).2]; ring
  have e3 : ∑ t, A.coef t * slater (A.k t) (dilate a (P (A.a t))) (dilate a (P (A.b t)))
      (dilate a (P (A.c t))) (dilate a (P (A.d t))) =
      a * ∑ t, A.coef t * slater (A.k t) (P (A.a t)) (P (A.b t)) (P (A.c t)) (P (A.d t)) := by
    rw [Finset.mul_sum]
    refine Finset.sum_congr rfl fun t _ => ?_
    rw [(slater_dilate ha (h.rep t)).2]; ring
  simp only [hfEnergy, kineticEnergy, potentialEnergy]
  rw [e1, e2, e3]; ring
```

`Fintype` makes the lists of shells and terms finite. Summing the scaling laws gives

$$E(a)=a^2T+aV .$$

The identities `e1`, `e2` and `e3` treat the kinetic, nuclear and repulsion sums. The dilated set is again `Convergent`.

```lean
/-- For `T > 0 > V` the least energy among all dilations is `-V²/(4T)`, and the undilated
orbitals attain it exactly when `V = -2T`. -/
theorem isLeast_hfEnergy_dilate {A : Atom ι τ} {P : ι → ℝ → ℝ} (h : Convergent A P)
    (hT : 0 < kineticEnergy A P) (hV : potentialEnergy A P < 0) :
    IsLeast ((fun a => hfEnergy A (fun i => dilate a (P i))) '' Ioi 0)
        (-potentialEnergy A P ^ 2 / (4 * kineticEnergy A P)) ∧
      (hfEnergy A P = -potentialEnergy A P ^ 2 / (4 * kineticEnergy A P) ↔
        potentialEnergy A P = -2 * kineticEnergy A P) := by
  have hE := fun (a : ℝ) (ha : 0 < a) => (hfEnergy_dilate h ha).2
  have h0 : hfEnergy A P = kineticEnergy A P + potentialEnergy A P := rfl
  rw [h0]
  generalize kineticEnergy A P = T at hT hE ⊢
  generalize potentialEnergy A P = V at hV hE ⊢
  -- complete the square in the dilation factor
  have sq : ∀ a : ℝ, a ^ 2 * T + a * V = -V ^ 2 / (4 * T) + (2 * a * T + V) ^ 2 / (4 * T) := by
    intro a
    have := hT.ne'
    field_simp
    ring
  refine ⟨⟨⟨-V / (2 * T), div_pos (neg_pos.2 hV) (by positivity), ?_⟩, ?_⟩, ?_⟩
  · have hz : 2 * (-V / (2 * T)) * T + V = 0 := by
      have := hT.ne'
      field_simp
      ring
    simp only [hE _ (div_pos (neg_pos.2 hV) (by positivity : 0 < 2 * T))]
    rw [sq, hz]
    simp
  · rintro _ ⟨a, ha, rfl⟩
    simp only [hE a ha]
    rw [sq]
    exact le_add_of_nonneg_right (by positivity)
  · have s1 := sq 1
    constructor
    · intro e
      have hz : (2 * 1 * T + V) ^ 2 / (4 * T) = 0 := by linarith
      rcases div_eq_zero_iff.1 hz with hz | hz
      · have := (pow_eq_zero_iff two_ne_zero).1 hz
        linarith
      · linarith
    · intro e
      have hz : 2 * 1 * T + V = 0 := by linarith
      have z : (0 : ℝ) ^ 2 / (4 * T) = 0 := by simp
      rw [hz, z] at s1
      linarith
```

The theorem assumes that the orbitals are `Convergent`, so the energy at scale $a$ is $a^2T+aV$. For $T>0$, completing the square gives

$$a^2T+aV=-\frac{V^2}{4T}+\frac{(2aT+V)^2}{4T}.$$

The last term is never negative, and it vanishes at $a=-V/(2T)$, which is positive because $V<0$. `IsLeast` says exactly this: $-V^2/(4T)$ is a lower bound for the energies at all $a>0$, and one of them equals it. In Lean, `-x ^ 2` means $-(x^2)$. At $a=1$ the last term is $(2T+V)^2/(4T)$, so the undilated orbitals reach the minimum if and only if $V=-2T$. The proof establishes the identity as `sq` and then uses it for attainment, for the bound and for the equivalence.

```lean
/-- Virial theorem: if `T > 0` and no dilation lowers the Hartree-Fock energy, then `V = -2T`
and the energy is `-T`. -/
theorem virial {A : Atom ι τ} {P : ι → ℝ → ℝ} (h : Convergent A P)
    (hT : 0 < kineticEnergy A P)
    (hmin : ∀ a, 0 < a → hfEnergy A P ≤ hfEnergy A (fun i => dilate a (P i))) :
    potentialEnergy A P = -2 * kineticEnergy A P ∧ hfEnergy A P = -kineticEnergy A P := by
  have hE : ∀ a : ℝ, 0 < a → kineticEnergy A P + potentialEnergy A P ≤
      a ^ 2 * kineticEnergy A P + a * potentialEnergy A P := fun a ha =>
    (hmin a ha).trans_eq (hfEnergy_dilate h ha).2
  have h0 : hfEnergy A P = kineticEnergy A P + potentialEnergy A P := rfl
  rw [h0]
  generalize kineticEnergy A P = T at hT hE ⊢
  generalize potentialEnergy A P = V at hE ⊢
  -- halving the dilation factor shows that the potential energy is negative
  have hV : V < 0 := by
    have := hE (1 / 2) (by norm_num)
    linarith
  obtain ⟨a, ha, hVa⟩ : ∃ a : ℝ, 0 < a ∧ V = -2 * a * T :=
    ⟨-V / (2 * T), div_pos (neg_pos.2 hV) (by positivity), by
      have := hT.ne'
      field_simp⟩
  have h1 := hE a ha
  rw [hVa] at h1
  have h2 : T * (1 - a) ^ 2 ≤ 0 := by linarith
  have h3 : (1 - a) ^ 2 ≤ 0 := by
    by_contra hc
    have := mul_pos hT (not_le.1 hc)
    linarith
  have h4 := (pow_eq_zero_iff two_ne_zero).1 (le_antisymm h3 (sq_nonneg _))
  have h5 : a = 1 := by linarith
  rw [h5] at hVa
  constructor <;> linarith

end

end RadialHartreeFockVirial
```

Now suppose that the orbitals are `Convergent`, that $T>0$ and that no dilation lowers the energy, with no sign assumed for $V$. Comparing with $a=\tfrac12$ gives $T+V\le\tfrac14T+\tfrac12V$, hence $V\le-\tfrac32T<0$. We may therefore write $V=-2aT$ with $a>0$. Comparing with this $a$ gives

$$T-2aT\le a^2T-2a^2T,\qquad\text{that is}\qquad T(1-a)^2\le0 .$$

So $a=1$, $V=-2T$ and $E=T+V=-T$.

This is the virial relation for a Hartree–Fock trial set tested against a one-parameter family of dilations; it makes no statement about exact many-electron eigenstates. For a non-relativistic atom with a point nucleus, it lets a computed ratio $V/T$ serve as a check on the overall scale of the orbitals. A ratio of $-2$ does not show that their shapes are optimal.

```lean
#print axioms RadialHartreeFockVirial.isLeast_hfEnergy_dilate
#print axioms RadialHartreeFockVirial.virial
```

```
'RadialHartreeFockVirial.isLeast_hfEnergy_dilate' depends on axioms: [propext, Classical.choice, Quot.sound]
'RadialHartreeFockVirial.virial' depends on axioms: [propext, Classical.choice, Quot.sound]
```
